# For a nonzero state c exp(T)e₀ with every excitation kept, the Schrödinger equation in a finite basis is equivalent to the equations of motion for c and the amplitudes

The basis consists of a reference vector $e_0$ and excited configurations $e_m$, with $m$ in a finite set `ι`. Lean's `Option ι` is this set with one extra element: `none` labels the reference and `some m` an excited configuration. Units have $\hbar=1$, time $s$ is real, and amplitudes and matrix entries are complex.

```lean
import Mathlib

open Matrix
open scoped Matrix.Norms.Operator

namespace TimeDependentCoupledCluster

noncomputable section

variable {ι : Type*} [Fintype ι] [DecidableEq ι]
```

The opened norm on matrices gives meaning to derivatives of matrix-valued functions.

```lean
/-- The reference configuration, the basis vector labelled `none`. -/
def refState : Option ι → ℂ := Pi.single none 1
```

This is $e_0$: component 1 at `none`, 0 elsewhere.

```lean
/-- Excitation matrices commute, and each one takes the reference to its own excited
configuration. -/
structure IsExcitation (τ : ι → Matrix (Option ι) (Option ι) ℂ) : Prop where
  comm : ∀ m n, Commute (τ m) (τ n)
  create : ∀ m, τ m *ᵥ refState = Pi.single (some m) 1
```

`IsExcitation τ` collects two assumptions on the matrices $\tau_m$: they commute, and $\tau_m e_0=e_m$ (`*ᵥ` is matrix times vector). They stand for the usual excitation operators, which commute because they only move electrons from occupied to empty orbitals. Nilpotency is not required.

```lean
/-- The cluster operator `T = ∑ t_m τ_m`. -/
def cluster (τ : ι → Matrix (Option ι) (Option ι) ℂ) (t : ι → ℂ) :
    Matrix (Option ι) (Option ι) ℂ := ∑ m, t m • τ m
```

The cluster operator is $T=\sum_m t_m\tau_m$, with one amplitude for every excited configuration.

```lean
/-- The coupled-cluster state `c exp(T) e₀`. -/
def ccState (τ : ι → Matrix (Option ι) (Option ι) ℂ) (c : ℂ) (t : ι → ℂ) : Option ι → ℂ :=
  c • (NormedSpace.exp (cluster τ t) *ᵥ refState)
```

The state is $\psi=c\,e^{T}e_0$. The scalar $c$ carries phase and scale; $\psi$ need not be normalised.

```lean
/-- The similarity-transformed Hamiltonian `exp(-T) H exp(T)`. -/
def hbar (τ : ι → Matrix (Option ι) (Option ι) ℂ) (H : Matrix (Option ι) (Option ι) ℂ)
    (t : ι → ℂ) : Matrix (Option ι) (Option ι) ℂ :=
  NormedSpace.exp (-cluster τ t) * H * NormedSpace.exp (cluster τ t)
```

This is $\bar H=e^{-T}He^{T}$; the Lean name `hbar` means this matrix, not the constant $\hbar$. The matrix $H$ need not be Hermitian.

## The derivative of the exponential

```lean
variable {τ : ι → Matrix (Option ι) (Option ι) ℂ}

/-- A matrix applied to the reference gives its reference column. -/
theorem mulVec_refState (A : Matrix (Option ι) (Option ι) ℂ) :
    A *ᵥ refState = fun i => A i none := by
  ext i
  simp [refState]
```

A matrix acting on $e_0$ returns its reference column, so $(\bar He_0)_m=\bar H_{m0}$.

```lean
/-- The cluster operator applied to the reference lists the amplitudes as components. -/
theorem cluster_refState (hτ : IsExcitation τ) (t : ι → ℂ) :
    cluster τ t *ᵥ refState = fun j => Option.elim j 0 t := by
  have h : ∀ m j, τ m j none = (Pi.single (some m) 1 : Option ι → ℂ) j := by
    intro m j
    have := congrFun (hτ.create m) j
    rwa [mulVec_refState] at this
  rw [mulVec_refState]
  ext j
  simp only [cluster, Matrix.sum_apply, Matrix.smul_apply, h, smul_eq_mul]
  cases j <;> simp [Pi.single_apply]
```

By the creation rule, $Te_0=\sum_m t_me_m$: the reference component is 0 and component $m$ is $t_m$.

```lean
/-- For commuting excitations the wave operator obeys `(exp T)' = exp(T) T'`. -/
theorem hasDerivAt_exp_cluster (hτ : ∀ m n, Commute (τ m) (τ n)) {t : ℝ → ι → ℂ}
    {t' : ι → ℂ} {s : ℝ} (ht : ∀ m, HasDerivAt (fun r => t r m) (t' m) s) :
    HasDerivAt (fun r => NormedSpace.exp (cluster τ (t r)))
      (NormedSpace.exp (cluster τ (t s)) * cluster τ t') s := by
  -- add one excitation at a time
  have key : ∀ S : Finset ι, HasDerivAt (fun r => NormedSpace.exp (∑ m ∈ S, t r m • τ m))
      (NormedSpace.exp (∑ m ∈ S, t s m • τ m) * ∑ m ∈ S, t' m • τ m) s := by
    intro S
    induction S using Finset.induction_on with
    | empty =>
      simp only [Finset.sum_empty, mul_zero]
      exact hasDerivAt_const _ _
    | insert k S hk ih =>
      have h1 : ∀ r, Commute (τ k) (∑ m ∈ S, t r m • τ m) := fun r =>
        Commute.sum_right _ _ _ fun m _ => (hτ k m).smul_right _
      have h2 := (hasDerivAt_exp_smul_const (τ k) (t s k)).scomp s (ht k)
      have h3 : HasDerivAt (fun r => NormedSpace.exp (t r k • τ k))
          (t' k • (NormedSpace.exp (t s k • τ k) * τ k)) s := h2
      have hfun : (fun r => NormedSpace.exp (∑ m ∈ insert k S, t r m • τ m)) = fun r =>
          NormedSpace.exp (t r k • τ k) * NormedSpace.exp (∑ m ∈ S, t r m • τ m) := by
        funext r
        rw [Finset.sum_insert hk, Matrix.exp_add_of_commute _ _ ((h1 r).smul_left _)]
      have h4 := (h1 s).exp_right
      rw [hfun]
      refine (h3.fun_mul ih).congr_deriv ?_
      simp only [Finset.sum_insert hk]
      rw [Matrix.exp_add_of_commute _ _ ((h1 s).smul_left _)]
      simp only [mul_add, mul_smul_comm, smul_mul_assoc, mul_assoc, h4.eq]
  exact key Finset.univ
```

`HasDerivAt f f' s` says that $f$ has derivative $f'$ at $s$. The claim is $(e^T)'=e^TT'$, where $T'=\sum_m t_m'\tau_m$. The proof adds one excitation at a time. Let $T_S$ be the sum over a set $S$, and let $k$ be a new excitation. Commutativity gives $e^{t_k\tau_k+T_S}=e^{t_k\tau_k}e^{T_S}$, and the product rule yields

$$t_k'\,e^{t_k\tau_k}\tau_k\,e^{T_S}+e^{t_k\tau_k}e^{T_S}T_S'
=e^{t_k\tau_k+T_S}\,(t_k'\tau_k+T_S').$$

The equality moves $\tau_k$ past $e^{T_S}$, which is `h4` in the code.

```lean
/-- The velocity of the coupled-cluster state is `exp(T) (c' e₀ + c T' e₀)`. -/
theorem hasDerivAt_ccState (hτ : IsExcitation τ) {c : ℝ → ℂ} {c' : ℂ} {t : ℝ → ι → ℂ}
    {t' : ι → ℂ} {s : ℝ} (hc : HasDerivAt c c' s)
    (ht : ∀ m, HasDerivAt (fun r => t r m) (t' m) s) :
    HasDerivAt (fun r => ccState τ (c r) (t r)) (NormedSpace.exp (cluster τ (t s)) *ᵥ
      (c' • refState + c s • (cluster τ t' *ᵥ refState))) s := by
  -- taking the reference column is a linear map
  let L : Matrix (Option ι) (Option ι) ℂ →ₗ[ℝ] (Option ι → ℂ) :=
    { toFun := fun A i => A i none
      map_add' := fun _ _ => rfl
      map_smul' := fun _ _ => rfl }
  have h1 := (LinearMap.toContinuousLinearMap L).hasFDerivAt.comp_hasDerivAt s
    (hasDerivAt_exp_cluster hτ.comm ht)
  have h2 : HasDerivAt (fun r => NormedSpace.exp (cluster τ (t r)) *ᵥ refState)
      ((NormedSpace.exp (cluster τ (t s)) * cluster τ t') *ᵥ refState) s := by
    simp only [mulVec_refState]
    exact h1
  refine (hc.smul h2).congr_deriv ?_
  rw [Matrix.mulVec_add, Matrix.mulVec_smul, Matrix.mulVec_smul, Matrix.mulVec_mulVec]
  exact add_comm _ _
```

Applying this to $e_0$ and using the product rule for $c$,

$$\psi'=c'e^Te_0+c\,e^TT'e_0=e^T(c'e_0+c\,T'e_0).$$

The map `L` takes the reference column; being linear, it passes through the derivative.

## From the Schrödinger equation to the amplitudes

```lean
/-- A velocity `exp(T) v` satisfies the Schrödinger equation exactly when `v` satisfies the
similarity-transformed equation `i v = c Hbar e₀`. -/
theorem schrodinger_iff_transformed (H : Matrix (Option ι) (Option ι) ℂ) (c : ℂ)
    (t : ι → ℂ) (v : Option ι → ℂ) :
    Complex.I • (NormedSpace.exp (cluster τ t) *ᵥ v) = H *ᵥ ccState τ c t ↔
      Complex.I • v = c • (hbar τ H t *ᵥ refState) := by
  have hinv : NormedSpace.exp (-cluster τ t) * NormedSpace.exp (cluster τ t) = 1 := by
    have hcomm : Commute (-cluster τ t) (cluster τ t) :=
      (Commute.refl (cluster τ t)).neg_left
    rw [← Matrix.exp_add_of_commute _ _ hcomm, neg_add_cancel, NormedSpace.exp_zero]
  have hE : NormedSpace.exp (cluster τ t) * hbar τ H t
      = H * NormedSpace.exp (cluster τ t) := by
    rw [hbar, ← mul_assoc, ← mul_assoc, mul_eq_one_comm.mp hinv, one_mul]
  constructor
  · intro h
    have h2 := congrArg (fun x => NormedSpace.exp (-cluster τ t) *ᵥ x) h
    simpa only [ccState, hbar, Matrix.mulVec_smul, Matrix.mulVec_mulVec, hinv,
      Matrix.one_mulVec, Matrix.mul_assoc] using h2
  · intro h
    rw [← Matrix.mulVec_smul, h, Matrix.mulVec_smul, Matrix.mulVec_mulVec, hE, ccState,
      Matrix.mulVec_smul, Matrix.mulVec_mulVec]
```

Suppose $\psi'=e^Tv$. The Schrödinger equation reads $i\,e^Tv=c\,He^Te_0$. Multiplying by $e^{-T}$ gives $iv=c\,\bar He_0$. Multiplying back by $e^T$, with $e^T\bar H=He^T$ (`hE`), gives the converse.

```lean
/-- At a time where `c` and the amplitudes are differentiable and `c` is nonzero, the Schrödinger
equation for `c exp(T) e₀` is equivalent to the equations of motion for `c` and the amplitudes. -/
theorem schrodinger_iff_amplitudes_at (hτ : IsExcitation τ)
    (H : Matrix (Option ι) (Option ι) ℂ) {c : ℝ → ℂ} {c' : ℂ} {t : ℝ → ι → ℂ}
    {t' : ι → ℂ} {s : ℝ} (hc : HasDerivAt c c' s)
    (ht : ∀ m, HasDerivAt (fun r => t r m) (t' m) s) (h0 : c s ≠ 0) :
    Complex.I • deriv (fun r => ccState τ (c r) (t r)) s = H *ᵥ ccState τ (c s) (t s) ↔
      Complex.I * c' = c s * hbar τ H (t s) none none ∧
      ∀ m, Complex.I * t' m = hbar τ H (t s) (some m) none := by
  rw [(hasDerivAt_ccState hτ hc ht).deriv, schrodinger_iff_transformed,
    cluster_refState hτ, mulVec_refState, funext_iff, Option.forall]
  -- compare the reference component and the excited components
  refine and_congr ?_ (forall_congr' fun m => ?_)
  · have e : (refState : Option ι → ℂ) none = 1 := by simp [refState]
    simp only [Pi.smul_apply, Pi.add_apply, e, smul_eq_mul, mul_one, mul_zero, add_zero,
      Option.elim]
  · have e : (refState : Option ι → ℂ) (some m) = 0 := by simp [refState]
    simp only [Pi.smul_apply, Pi.add_apply, e, smul_eq_mul, mul_zero, zero_add, Option.elim]
    rw [mul_left_comm]
    exact mul_right_inj' h0
```

Now put $v=c'e_0+c\sum_m t_m'e_m$ and compare components:

$$ic'=c\,\bar H_{00},\qquad ic\,t_m'=c\,\bar H_{m0}.$$

Since $c(s)\neq0$, it cancels from the second equation, leaving $it_m'=\bar H_{m0}$. In the code, `and_congr` separates the two kinds of component and `mul_right_inj'` does the cancelling.

```lean
/-- For differentiable `c` and `t_m`, with `c` never zero, the state `ψ = c exp(T) e₀` solves `i ψ'
= H ψ` at all times exactly when `i c' = c Hbar₀₀` and `i t_m' = Hbar_m₀` at all times; `H` may
depend on time. -/
theorem schrodinger_iff_amplitude_equations (hτ : IsExcitation τ)
    (H : ℝ → Matrix (Option ι) (Option ι) ℂ) {c : ℝ → ℂ} {t : ℝ → ι → ℂ}
    (hc : Differentiable ℝ c) (ht : ∀ m, Differentiable ℝ (fun r => t r m))
    (h0 : ∀ s, c s ≠ 0) :
    (∀ s, Complex.I • deriv (fun r => ccState τ (c r) (t r)) s
        = H s *ᵥ ccState τ (c s) (t s)) ↔
      ∀ s, Complex.I * deriv c s = c s * hbar τ (H s) (t s) none none ∧
        ∀ m, Complex.I * deriv (fun r => t r m) s = hbar τ (H s) (t s) (some m) none :=
  forall_congr' fun s => schrodinger_iff_amplitudes_at hτ (H s) (hc s).hasDerivAt
    (fun m => (ht m s).hasDerivAt) (h0 s)
```

Applying the previous result at each time gives the full equivalence, for differentiable $c$ and $t_m$ with $c$ never zero. The Hamiltonian may depend on time in any way. These are the equations of motion for the ket $\psi$ in real-time coupled-cluster theory, with all excitations of a finite basis retained. The separate left-hand state that the theory usually propagates to compute expectation values is not treated here; the theorem does not cover a truncated $T$, such as singles and doubles only.

The condition on $c$ matters. Take one excitation, $\tau=|1\rangle\langle0|$, $H=|1\rangle\langle0|+|0\rangle\langle1|$, and $c=t=0$ at all times. Then $\psi=0$, which is not a physical state, solves the Schrödinger equation (a nonzero $\psi$ of this form always has $c\neq0$), but $it'=0$ while $\bar H_{10}=1$.

## Stationary states

```lean
/-- With constant amplitudes and `c = exp(-iEs)`, the state solves the time-dependent Schrödinger
equation exactly when `Hbar₀₀ = E` and every `Hbar_m₀` vanishes. -/
theorem stationary_iff_cc_equations (hτ : IsExcitation τ)
    (H : Matrix (Option ι) (Option ι) ℂ) (t : ι → ℂ) (E : ℂ) :
    (∀ s : ℝ, Complex.I • deriv (fun r : ℝ => ccState τ (Complex.exp (-(Complex.I * E * r))) t) s
        = H *ᵥ ccState τ (Complex.exp (-(Complex.I * E * s))) t) ↔
      hbar τ H t none none = E ∧ ∀ m, hbar τ H t (some m) none = 0 := by
  have hc : ∀ s : ℝ, HasDerivAt (fun r : ℝ => Complex.exp (-(Complex.I * E * r)))
      (Complex.exp (-(Complex.I * E * s)) * (-(Complex.I * E))) s := by
    intro s
    have h : HasDerivAt (fun r : ℝ => -(Complex.I * E * (r : ℂ))) (-(Complex.I * E)) s := by
      simpa using ((hasDerivAt_id s).ofReal_comp.const_mul (Complex.I * E)).fun_neg
    exact h.cexp
  have step := fun s : ℝ => schrodinger_iff_amplitudes_at (t := fun _ => t)
    (t' := fun _ => 0) hτ H (hc s) (fun m => hasDerivAt_const s (t m)) (Complex.exp_ne_zero _)
  constructor
  · intro h
    obtain ⟨a, b⟩ := (step 0).1 (h 0)
    refine ⟨mul_left_cancel₀ (Complex.exp_ne_zero (-(Complex.I * E * ((0 : ℝ) : ℂ)))) ?_,
      fun m => by simpa using (b m).symm⟩
    linear_combination -a - Complex.exp (-(Complex.I * E * ((0 : ℝ) : ℂ))) * E * Complex.I_sq
  · rintro ⟨a, b⟩ s
    refine (step s).2 ⟨?_, fun m => by rw [b m, mul_zero]⟩
    rw [a]
    linear_combination -Complex.exp (-(Complex.I * E * (s : ℂ))) * E * Complex.I_sq
```

With constant amplitudes and $c=e^{-iEs}$, we have $ic'=Ec$ and $t_m'=0$. The equations of motion become the stationary coupled-cluster equations $\bar H_{00}=E$ and $\bar H_{m0}=0$. The forward direction needs only the time $s=0$; conversely, the stationary equations give the Schrödinger equation at every $s$. The theorem allows complex $E$; for real $E$ the factor is a pure phase.

## Matrices that satisfy the excitation rules

```lean
/-- The matrix units taking the reference to each excited configuration satisfy the
excitation rules. -/
theorem isExcitation_witness :
    IsExcitation (fun m : ι => Matrix.single (some m) (none : Option ι) (1 : ℂ)) := by
  have hz : ∀ m n : ι, Matrix.single (some m) (none : Option ι) (1 : ℂ) *
      Matrix.single (some n) (none : Option ι) (1 : ℂ) = 0 := by
    intro m n
    ext i j
    rw [Matrix.mul_apply]
    refine Finset.sum_eq_zero fun k _ => ?_
    cases k <;> simp [Matrix.single_apply]
  refine ⟨fun m n => (hz m n).trans (hz n m).symm, fun m => ?_⟩
  rw [mulVec_refState]
  ext j
  cases j <;> simp [Matrix.single_apply, Pi.single_apply, eq_comm]

end

end TimeDependentCoupledCluster
```

The matrix units $\tau_m=|m\rangle\langle0|$ meet both assumptions for any finite number of excitations. Every product $\tau_m\tau_n=|m\rangle\langle0|n\rangle\langle0|$ vanishes, because $n$ is an excited configuration, so the matrices commute; and $\tau_me_0=e_m$ by construction.

```lean
#print axioms TimeDependentCoupledCluster.schrodinger_iff_amplitudes_at
#print axioms TimeDependentCoupledCluster.schrodinger_iff_amplitude_equations
#print axioms TimeDependentCoupledCluster.stationary_iff_cc_equations
```

```
'TimeDependentCoupledCluster.schrodinger_iff_amplitudes_at' depends on axioms: [propext, Classical.choice, Quot.sound]
'TimeDependentCoupledCluster.schrodinger_iff_amplitude_equations' depends on axioms: [propext, Classical.choice, Quot.sound]
'TimeDependentCoupledCluster.stationary_iff_cc_equations' depends on axioms: [propext, Classical.choice, Quot.sound]
```
